# Finite-dimensional subspaces invariant under an antiunitary $T$ with $T^2=-1$ have even dimension

## Time reversal and the sewing matrix

Let $H$ be a complex inner product space, with $\langle x,y\rangle$ conjugate-linear in $x$ and linear in $y$. A Kramers time reversal is a conjugate-linear map $T$ on $H$ with

$$\langle Tx,Ty\rangle=\langle y,x\rangle,\qquad T(Tx)=-x .$$

The sign in the second condition stands for an odd number of spin-1/2 particles, such as a single electron. For states $u_0,\dots,u_{m-1}$ the sewing matrix is

$$w_{ab}=\langle u_a,Tu_b\rangle ,\qquad a,b=0,\dots,m-1.$$

Its entries are the inner products of the original states with the time-reversed ones. In a non-interacting band model with $T^2=-1$, the $u_a$ can be Bloch states at a time-reversal-invariant momentum. If a set of bands chosen there, for instance to build Wannier functions, has a span closed under $T$, it must contain an even number of bands.

## What an odd set of states must lose

The main statements concern a Kramers time reversal $T$ and linearly independent states $u_0,\dots,u_{m-1}$, which need not be orthonormal.

- If $m$ is odd, the span contains a nonzero state $\psi$ whose partner $T\psi$ is orthogonal to the whole span (`exists_escaping_state`). No invariance is assumed.
- If every $Tu_a$ lies in the span, then $m$ is even (`even_of_invariant_span`).

In Lean, `H →ₛₗ[starRingEnd ℂ] H` is the type of conjugate-linear maps, `IsKramers T` holds the two conditions above, and `u : Fin m → H` is the family of states. Completeness of $H$ is not required.

Two further theorems speak of dimensions. `even_dim_of_invariant` treats a finite-dimensional subspace that $T$ maps into itself. `kramers_degeneracy` treats a finite-dimensional eigenspace, at real energy $E$, of a linear map $A$ that commutes with $T$. Both conclude that `Module.rank`, the dimension as a cardinal, equals $2k$ for a natural number $k$, so the equation itself says that the dimension is finite.

The map $A$ is defined on all of $H$ and need not be self-adjoint; an unbounded Hamiltonian with a restricted domain does not fit this type. Kramers' theorem is usually stated for half-odd-integer total spin. Here that physical input enters as the assumption $T^2=-1$, which the file verifies for one spin-1/2.

## From antisymmetry to even dimension

**Antisymmetry.** Apply antiunitarity to the pair $Tu_a$, $u_b$:

$$\langle T(Tu_a),Tu_b\rangle=\langle u_b,Tu_a\rangle .$$

Since $T(Tu_a)=-u_a$, the left side is $-w_{ab}$. The right side is $w_{ba}$. Hence $w^{\mathsf T}=-w$, for any states at all.

**Singularity for odd $m$.** Taking determinants gives

$$\det w=\det w^{\mathsf T}=(-1)^m\det w=-\det w,$$

so $\det w=0$.

**The escaping state.** There is therefore a vector $v\neq0$ with $\sum_b w_{ab}v_b=0$ for every $a$. Put $\psi=\sum_b v_b^*u_b$. Linear independence gives $\psi\neq0$. Because $T$ conjugates the amplitudes,

$$T\psi=\sum_b v_b\,Tu_b,\qquad \langle u_a,T\psi\rangle=\sum_b w_{ab}v_b=0 .$$

For a general state $\varphi=\sum_a c_au_a$ of the span, $\langle\varphi,T\psi\rangle=\sum_a c_a^*\langle u_a,T\psi\rangle=0$. Dividing $\psi$ by its norm changes none of this.

**Invariance forces even $m$.** Suppose that $m$ is odd and every $Tu_a$ lies in the span. Then $T\psi$ lies in the span too, so it is orthogonal to itself:

$$0=\langle T\psi,T\psi\rangle=\langle\psi,\psi\rangle .$$

This contradicts $\psi\neq0$.

**Subspaces and energy levels.** For a finite-dimensional invariant subspace, take the $u_a$ to be a basis. For an eigenspace, let $Ax=Ex$ with $E$ real. Then

$$A(Tx)=T(Ax)=T(Ex)=E^*\,Tx=E\,Tx,$$

so the eigenspace is invariant and its dimension is even. If $E$ is an eigenvalue, the dimension is at least two.

## One state and two states

For $m=1$ the sewing matrix is the single number $\langle u_0,Tu_0\rangle$, and antisymmetry makes it zero. A nonzero state is thus orthogonal to its own partner, and $\psi$ can be $u_0$ itself.

For $m=2$, take one spin-1/2 with $T(x_0,x_1)=(-x_1^*,x_0^*)$. The basis states $u_0=(1,0)$ and $u_1=(0,1)$ satisfy $Tu_0=u_1$ and $Tu_1=-u_0$, so

$$w=\begin{pmatrix}0&-1\\1&0\end{pmatrix},$$

and the span is closed under $T$.

## The Lean file

```lean
import Mathlib

open Matrix
open scoped InnerProductSpace ComplexConjugate

namespace KramersBandParity

noncomputable section

variable {H : Type*} [NormedAddCommGroup H] [InnerProductSpace ℂ H]

/-- A conjugate-linear map `T` is a Kramers time reversal if it is antiunitary and
squares to `-1`. -/
structure IsKramers (T : H →ₛₗ[starRingEnd ℂ] H) : Prop where
  antiunitary : ∀ x y, ⟪T x, T y⟫_ℂ = ⟪y, x⟫_ℂ
  sq : ∀ x, T (T x) = -x

/-- The sewing matrix `w_ab = ⟨u_a, T u_b⟩` of the states `u_0, …, u_{m-1}`. -/
def sewing {m : ℕ} (T : H →ₛₗ[starRingEnd ℂ] H) (u : Fin m → H) :
    Matrix (Fin m) (Fin m) ℂ :=
  Matrix.of fun a b => ⟪u a, T (u b)⟫_ℂ

/-- For a Kramers time reversal the sewing matrix of any finite family of states is
antisymmetric. -/
theorem sewing_transpose {m : ℕ} {T : H →ₛₗ[starRingEnd ℂ] H} (hT : IsKramers T)
    (u : Fin m → H) : (sewing T u)ᵀ = -sewing T u := by
  ext a b
  -- apply antiunitarity to the pair `T u_a`, `u_b`
  have h := hT.antiunitary (T (u a)) (u b)
  rw [hT.sq, inner_neg_left] at h
  simp only [Matrix.transpose_apply, Matrix.neg_apply, sewing, Matrix.of_apply]
  exact h.symm

/-- For a Kramers time reversal the sewing matrix of an odd number of states is singular. -/
theorem det_sewing_of_odd {m : ℕ} {T : H →ₛₗ[starRingEnd ℂ] H} (hT : IsKramers T)
    (u : Fin m → H) (hm : Odd m) : (sewing T u).det = 0 := by
  have h := congrArg Matrix.det (sewing_transpose hT u)
  rw [Matrix.det_transpose, Matrix.det_neg, Fintype.card_fin, hm.neg_one_pow] at h
  linear_combination h / 2

/-- The span of an odd number of linearly independent states contains a nonzero state whose
image under a Kramers time reversal is orthogonal to the whole span. -/
theorem exists_escaping_state {m : ℕ} {T : H →ₛₗ[starRingEnd ℂ] H} (hT : IsKramers T)
    {u : Fin m → H} (hu : LinearIndependent ℂ u) (hm : Odd m) :
    ∃ ψ ∈ Submodule.span ℂ (Set.range u), ψ ≠ 0 ∧
      ∀ φ ∈ Submodule.span ℂ (Set.range u), ⟪φ, T ψ⟫_ℂ = 0 := by
  -- a null vector of the sewing matrix supplies the amplitudes
  obtain ⟨v, hv, hw⟩ := Matrix.exists_mulVec_eq_zero_iff.2 (det_sewing_of_odd hT u hm)
  refine ⟨∑ b, conj (v b) • u b, ?_, ?_, ?_⟩
  · exact Submodule.sum_mem _ fun b _ =>
      Submodule.smul_mem _ _ (Submodule.subset_span ⟨b, rfl⟩)
  · intro h0
    have h := Fintype.linearIndependent_iff.1 hu (fun b => conj (v b)) h0
    exact hv (funext fun i => by simpa using h i)
  · intro φ hφ
    induction hφ using Submodule.span_induction with
    | mem x hx =>
      obtain ⟨a, rfl⟩ := hx
      have h : ∑ b, ⟪u a, T (u b)⟫_ℂ * v b = 0 := congrFun hw a
      rw [map_sum, inner_sum, ← h]
      refine Finset.sum_congr rfl fun b _ => ?_
      rw [map_smulₛₗ, Complex.conj_conj, inner_smul_right, mul_comm]
    | zero => exact inner_zero_left _
    | add x y _ _ hx hy => rw [inner_add_left, hx, hy, add_zero]
    | smul c x _ hx => rw [inner_smul_left, hx, mul_zero]

/-- If a Kramers time reversal maps each of `m` linearly independent states into their common
span, then `m` is even. -/
theorem even_of_invariant_span {m : ℕ} {T : H →ₛₗ[starRingEnd ℂ] H} (hT : IsKramers T)
    {u : Fin m → H} (hu : LinearIndependent ℂ u)
    (hinv : ∀ a, T (u a) ∈ Submodule.span ℂ (Set.range u)) : Even m := by
  by_contra hm
  obtain ⟨ψ, hψ, hne, horth⟩ := exists_escaping_state hT hu (Nat.not_even_iff_odd.1 hm)
  -- invariance extends from the states to their span
  have hmem : T ψ ∈ Submodule.span ℂ (Set.range u) := by
    clear hne horth
    induction hψ using Submodule.span_induction with
    | mem x hx =>
      obtain ⟨a, rfl⟩ := hx
      exact hinv a
    | zero => rw [map_zero]; exact Submodule.zero_mem _
    | add x y _ _ hx hy => rw [map_add]; exact Submodule.add_mem _ hx hy
    | smul c x _ hx => rw [map_smulₛₗ]; exact Submodule.smul_mem _ _ hx
  -- the partner is orthogonal to itself, so the state vanishes
  have h := horth _ hmem
  rw [hT.antiunitary] at h
  exact hne (inner_self_eq_zero.1 h)

/-- A finite-dimensional subspace mapped into itself by a Kramers time reversal has even
dimension. -/
theorem even_dim_of_invariant {T : H →ₛₗ[starRingEnd ℂ] H} (hT : IsKramers T)
    (V : Submodule ℂ H) [FiniteDimensional ℂ V] (hV : ∀ x ∈ V, T x ∈ V) :
    ∃ k : ℕ, Module.rank ℂ V = ((2 * k : ℕ) : Cardinal) := by
  let b := Module.finBasis ℂ V
  have hspan : Submodule.span ℂ (Set.range (V.subtype ∘ b)) = V := by
    rw [Set.range_comp, Submodule.span_image, b.span_eq, Submodule.map_top,
      Submodule.range_subtype]
  have hli : LinearIndependent ℂ (V.subtype ∘ b) :=
    b.linearIndependent.map' V.subtype V.ker_subtype
  obtain ⟨k, hk⟩ := even_of_invariant_span hT hli fun a => by
    rw [hspan]
    exact hV _ (b a).2
  exact ⟨k, by rw [← Module.finrank_eq_rank, hk, two_mul]⟩

/-- Kramers degeneracy: if a linear Hamiltonian commutes with a Kramers time reversal, each of
its finite-dimensional eigenspaces at real energy has even dimension. -/
theorem kramers_degeneracy {T : H →ₛₗ[starRingEnd ℂ] H} (hT : IsKramers T)
    (A : Module.End ℂ H) (hA : ∀ x, A (T x) = T (A x)) (E : ℝ)
    [FiniteDimensional ℂ (Module.End.eigenspace A (E : ℂ))] :
    ∃ k : ℕ, Module.rank ℂ (Module.End.eigenspace A (E : ℂ)) =
      ((2 * k : ℕ) : Cardinal) := by
  refine even_dim_of_invariant hT _ fun x hx => ?_
  rw [Module.End.mem_eigenspace_iff] at hx ⊢
  rw [hA, hx, map_smulₛₗ, Complex.conj_ofReal]

/-- Time reversal of a single spin one-half: `(a, b)` goes to `(-b*, a*)`. -/
def spinHalf : EuclideanSpace ℂ (Fin 2) →ₛₗ[starRingEnd ℂ] EuclideanSpace ℂ (Fin 2) where
  toFun x := !₂[-conj (x 1), conj (x 0)]
  map_add' x y := by
    ext i
    fin_cases i <;> simp [add_comm]
  map_smul' c x := by
    ext i
    fin_cases i <;> simp

/-- The time reversal of a single spin one-half is antiunitary and squares to `-1`. -/
theorem isKramers_witness : IsKramers spinHalf where
  antiunitary x y := by
    simp [spinHalf, PiLp.inner_apply, Fin.sum_univ_two]
    ring
  sq x := by
    ext i
    fin_cases i <;> simp [spinHalf]

/-- Complex conjugation on the one-dimensional space `ℂ` preserves inner products up to
conjugation and squares to `+1`, and the dimension is odd. -/
theorem spinless_odd_dimension :
    (∀ x y : ℂ, ⟪conj x, conj y⟫_ℂ = ⟪y, x⟫_ℂ) ∧ (∀ x : ℂ, conj (conj x) = x) ∧
      Odd (Module.finrank ℂ ℂ) := by
  refine ⟨fun x y => ?_, Complex.conj_conj, ?_⟩
  · simp [mul_comm]
  · rw [Module.finrank_self]
    exact odd_one

end

end KramersBandParity
```

```lean
#print axioms KramersBandParity.even_dim_of_invariant
-- 'KramersBandParity.even_dim_of_invariant' depends on axioms: [propext, Classical.choice, Quot.sound]
#print axioms KramersBandParity.kramers_degeneracy
-- 'KramersBandParity.kramers_degeneracy' depends on axioms: [propext, Classical.choice, Quot.sound]
#print axioms KramersBandParity.spinless_odd_dimension
-- 'KramersBandParity.spinless_odd_dimension' depends on axioms: [propext, Classical.choice, Quot.sound]
```

## How the Lean proofs run

`sewing_transpose` instantiates antiunitarity at `T (u a)` and `u b`, then rewrites with `hT.sq`; the result is the antisymmetry relation entry by entry. `det_sewing_of_odd` applies the determinant to both sides, and `linear_combination h / 2` solves $\det w=-\det w$.

In `exists_escaping_state`, `Matrix.exists_mulVec_eq_zero_iff` turns the zero determinant into the null vector `v`. The three remaining goals are membership of $\psi$ in the span, $\psi\neq0$, and orthogonality. The last is proved by `Submodule.span_induction`: it is checked on the states `u a`, where the null-vector equation `hw` enters, and then carried through sums and scalar multiples.

`even_of_invariant_span` argues by contradiction. A second span induction extends invariance from the states to $\psi$, and `horth` applied to $T\psi$ gives the vanishing norm.

`even_dim_of_invariant` takes a basis of `V`, regards its vectors as elements of `H`, and shows that they are independent and span `V`. `kramers_degeneracy` then only has to prove invariance of the eigenspace; `Complex.conj_ofReal` is the step $E^*=E$.

`isKramers_witness` checks the two conditions for `spinHalf` by components. `spinless_odd_dimension` records that complex conjugation on $\mathbb C$ satisfies the same inner-product rule but squares to $+1$, on a space of dimension one. With $+1$ in place of $-1$, the dimension therefore need not be even.
